# Bond indices from S^t P S^(1−t) for a closed shell: symmetry under t ↔ 1−t and a sum rule

Take two normalised basis functions on two atoms, with overlap s, and put two electrons into their normalised sum. All four elements of the density matrix P are then 1/(1+s). Suppose the bond index is read off as a squared element of P, as one does in an orthogonal basis. The indices of one atom, its index with itself included, add up to 2/(1+s)², while twice its electron population is 2, since Mulliken's and Löwdin's counts both give each atom one electron. The two agree for s = 0 and disagree for any other overlap, so the indices no longer account for the electrons on the atom.

One remedy is to bring in the overlap matrix S, which can be placed in more than one way. Mayer's bond order uses PS; Wiberg's index in the Löwdin basis uses S^(1/2) P S^(1/2). Both belong to the family

M_t = S^t P S^(1−t), t real,

at t = 0 and t = 1/2. Let (M_t)_AB be the block with rows on atom A and columns on atom B, and define

B_AB(t) = tr((M_t)_AB (M_t)_BA).

Let S be real and positive definite, and let P be real and symmetric with PSP = 2P. Then, for all atoms A, B and every real t,

B_AB(t) = B_AB(1−t),

Σ_B B_AB(t) = 2 tr((M_t)_AA), with B = A included in the sum.

The condition PSP = 2P stands for a closed-shell determinant. If the columns of C hold the real occupied orbitals, orthonormal in the sense CᵀSC = 1, then P = 2CCᵀ and PSP = 4C(CᵀSC)Cᵀ = 2P. The trace tr((M_t)_AA) is the electron population of A: Mulliken's at t = 0, Löwdin's at t = 1/2.

## Transposition, idempotency and the sum over atoms

Write S = U diag(λ_i) Uᵀ with U orthogonal and all λ_i > 0, and set S^t = U diag(λ_i^t) Uᵀ. Since UᵀU = 1,

S^a S^b = U diag(λ_i^a λ_i^b) Uᵀ = S^(a+b).

Also S^0 = UUᵀ = 1, S^1 = S, and S^t is symmetric. Transposing M_t reverses its factors:

(M_t)ᵀ = S^(1−t) P S^t = M_(1−t).

Written out in elements, the index is

B_AB(t) = Σ_{i on A} Σ_{j on B} (M_t)_ij (M_t)_ji.

Replacing t by 1−t exchanges the two numbers in each product, which leaves the sum unchanged. This is the first claim.

For the second, the powers between the two factors P combine to S:

M_t² = S^t P S^(1−t) S^t P S^(1−t) = S^t (PSP) S^(1−t) = 2M_t.

Summing over B lets j run over all basis functions, so

Σ_B B_AB(t) = Σ_{i on A} (M_t²)_ii = 2 Σ_{i on A} (M_t)_ii = 2 tr((M_t)_AA).

The smallest occupied case has one atom and one basis function. With S = σ > 0 and P = p ≠ 0, the condition p²σ = 2p gives p = 2/σ. Hence M_t = 2 for every t, and the only index is 4, twice the population 2.

## An orbital on one centre whose index depends on t

Number two basis functions 0 and 1, each on its own atom, with overlap s and |s| < 1. Let the doubly occupied orbital be function 0 itself, so that P has the single nonzero element P_00 = 2. At t = 0,

(PS)_01 (PS)_10 = 2s · 0 = 0.

At t = 1/2 let R = S^(1/2). It is symmetric, and its diagonal is nonnegative because R = S^(1/4) S^(1/4). The diagonal of R² = S gives R_00² + R_01² = 1 = R_01² + R_11², hence R_00 = R_11. The off-diagonal element gives 2R_00 R_01 = s. Therefore

(RPR)_01 = 2R_00 R_01 = s,

and the index is s². For s ≠ 0 the Löwdin form thus assigns a nonzero bond index to an orbital that consists of one basis function only. The two values agree at s = 0.

## Overlap powers, blocks and indices in Lean

The type `n` labels the basis functions and `α` the atoms; both are finite.

```lean
import Mathlib

open Matrix

namespace BondOrderFamily

noncomputable section

variable {n α : Type*} [Fintype n] [DecidableEq n] [Fintype α] [DecidableEq α]
variable {S P : Matrix n n ℝ}
```

The power takes as argument a proof `hS` that `S` is positive definite, which physically means a linearly independent basis. For real matrices `star` is the transpose.

```lean
/-- The real power `S^t` of a positive definite overlap matrix: same eigenvectors,
eigenvalues raised to the power `t`. -/
def spow (hS : S.PosDef) (t : ℝ) : Matrix n n ℝ :=
  (hS.isHermitian.eigenvectorUnitary : Matrix n n ℝ) *
    diagonal (fun i => hS.isHermitian.eigenvalues i ^ t) *
    star (hS.isHermitian.eigenvectorUnitary : Matrix n n ℝ)
```

The name `density` refers to M_t, whereas the textbook density matrix is `P`.

```lean
/-- The matrix `M_t = S^t P S^(1-t)`, formed from a matrix `P` and a positive definite overlap
matrix `S`. -/
def density (hS : S.PosDef) (P : Matrix n n ℝ) (t : ℝ) : Matrix n n ℝ :=
  spow hS t * P * spow hS (1 - t)
```

The map `atom` assigns each basis function to one atom. Blocks are rectangular, with rows and columns labelled by the functions on the respective atoms.

```lean
/-- The block of `M` with rows on atom `A` and columns on atom `B`; the map `atom`
assigns each basis function to its atom. -/
def block (atom : n → α) (M : Matrix n n ℝ) (A B : α) :
    Matrix {i // atom i = A} {j // atom j = B} ℝ :=
  M.submatrix Subtype.val Subtype.val
```

For A = B the index below is the self term, not a bond order.

```lean
/-- The bond index `tr(M_AB M_BA)` of atoms `A` and `B`. -/
def bondIndex (atom : n → α) (M : Matrix n n ℝ) (A B : α) : ℝ :=
  trace (block atom M A B * block atom M B A)
```

The next three lemmas are the rules for powers. In `spow_add`, `hU` is UᵀU = 1, and `hpow` adds the exponents eigenvalue by eigenvalue, using that the eigenvalues are positive.

```lean
/-- Powers of a positive definite overlap matrix multiply by adding exponents. -/
theorem spow_add (hS : S.PosDef) (a b : ℝ) :
    spow hS (a + b) = spow hS a * spow hS b := by
  have hU := mem_unitaryGroup_iff'.1 hS.isHermitian.eigenvectorUnitary.2
  have hpow : ∀ i, hS.isHermitian.eigenvalues i ^ (a + b) =
      hS.isHermitian.eigenvalues i ^ a * hS.isHermitian.eigenvalues i ^ b :=
    fun i => Real.rpow_add (hS.eigenvalues_pos i) a b
  symm
  calc spow hS a * spow hS b
      = (hS.isHermitian.eigenvectorUnitary : Matrix n n ℝ) *
        diagonal (fun i => hS.isHermitian.eigenvalues i ^ a) *
        (star (hS.isHermitian.eigenvectorUnitary : Matrix n n ℝ) *
          (hS.isHermitian.eigenvectorUnitary : Matrix n n ℝ)) *
        diagonal (fun i => hS.isHermitian.eigenvalues i ^ b) *
        star (hS.isHermitian.eigenvectorUnitary : Matrix n n ℝ) := by
        simp only [spow, mul_assoc]
    _ = spow hS (a + b) := by
        rw [hU, mul_one, mul_assoc (hS.isHermitian.eigenvectorUnitary : Matrix n n ℝ),
          diagonal_mul_diagonal]
        simp only [spow, hpow]
```

The value at exponent 1 is the spectral theorem.

```lean
/-- The zeroth power of a positive definite overlap matrix is the identity, and the
first power is the matrix itself. -/
theorem spow_zero_one (hS : S.PosDef) : spow hS 0 = 1 ∧ spow hS 1 = S := by
  constructor
  · simp only [spow, Real.rpow_zero, diagonal_one, mul_one]
    exact mem_unitaryGroup_iff.1 hS.isHermitian.eigenvectorUnitary.2
  · have h := hS.isHermitian.spectral_theorem
    rw [Unitary.conjStarAlgAut_apply] at h
    simp only [spow, Real.rpow_one]
    exact h.symm

/-- Every real power of a positive definite overlap matrix is symmetric. -/
theorem spow_transpose (hS : S.PosDef) (t : ℝ) : (spow hS t)ᵀ = spow hS t := by
  simp only [spow, star_eq_conjTranspose, conjTranspose_eq_transpose_of_trivial,
    transpose_mul, transpose_transpose, diagonal_transpose, mul_assoc]
```

## From M_t to the two claims

Transposition needs only that `P` is symmetric.

```lean
/-- For symmetric `P`, exchanging `t` and `1 - t` transposes `M_t`. -/
theorem density_transpose (hS : S.PosDef) (hP : P.IsSymm) (t : ℝ) :
    density hS P (1 - t) = (density hS P t)ᵀ := by
  simp only [density, transpose_mul, spow_transpose, hP.eq, sub_sub_cancel, mul_assoc]
```

The relation M_t² = 2M_t needs only PSP = 2P. The first step of the calculation brackets the two inner powers, and the second replaces them by S.

```lean
/-- If `PSP = 2P`, then `M_t² = 2 M_t` for every real `t`. -/
theorem density_mul_self (hS : S.PosDef) (hPSP : P * S * P = (2 : ℝ) • P) (t : ℝ) :
    density hS P t * density hS P t = (2 : ℝ) • density hS P t := by
  calc density hS P t * density hS P t
      = spow hS t * (P * (spow hS (1 - t) * spow hS t) * P) * spow hS (1 - t) := by
        simp only [density, mul_assoc]
    _ = (2 : ℝ) • density hS P t := by
        -- the two inner powers combine to the overlap matrix itself
        rw [← spow_add, sub_add_cancel, (spow_zero_one hS).2, hPSP]
        simp only [density, mul_smul_comm, smul_mul_assoc]
```

Next, the trace over blocks becomes the double sum used above.

```lean
omit [DecidableEq n] [Fintype α] in
/-- The bond index is the sum of `M_ij M_ji` over basis functions `i` on `A` and
`j` on `B`. -/
theorem bondIndex_eq_sum (atom : n → α) (M : Matrix n n ℝ) (A B : α) :
    bondIndex atom M A B =
      ∑ i with atom i = A, ∑ j with atom j = B, M i j * M j i := by
  simp only [bondIndex, trace, diag_apply, mul_apply, block, submatrix_apply]
  rw [Finset.sum_subtype (p := fun i => atom i = A) _ (by simp)]
  refine Finset.sum_congr rfl fun i _ => ?_
  rw [Finset.sum_subtype (p := fun j => atom j = B) _ (by simp)]
```

The main theorem states both claims for every real `t` and any assignment of functions to atoms. Its first half rewrites M_(1−t) as a transpose and commutes the factors in each term. In the second half, `hsum` holds for any matrix M: it moves the sum over atoms inside and joins the functions of all atoms into one full sum. Then `density_mul_self` supplies the factor 2.

```lean
/-- For positive definite `S` and symmetric `P` with `PSP = 2P`, the bond indices at `t`
and `1 - t` agree, and the indices of atom `A` with all atoms, itself included, sum to
`2 tr((M_t)_AA)`. -/
theorem bondIndex_symmetry_and_sum_rule (hS : S.PosDef) (hP : P.IsSymm)
    (hPSP : P * S * P = (2 : ℝ) • P) (atom : n → α) (t : ℝ) :
    (∀ A B, bondIndex atom (density hS P t) A B =
      bondIndex atom (density hS P (1 - t)) A B) ∧
    ∀ A, ∑ B, bondIndex atom (density hS P t) A B =
      2 * trace (block atom (density hS P t) A A) := by
  constructor
  · intro A B
    rw [density_transpose hS hP, bondIndex_eq_sum, bondIndex_eq_sum]
    refine Finset.sum_congr rfl fun i _ => Finset.sum_congr rfl fun j _ => ?_
    exact mul_comm _ _
  · intro A
    -- summing over all atoms B restores the full matrix product
    have hsum : ∀ M : Matrix n n ℝ,
        ∑ B, bondIndex atom M A B = trace (block atom (M * M) A A) := by
      intro M
      simp only [bondIndex, trace, diag_apply, mul_apply, block, submatrix_apply]
      rw [Finset.sum_comm]
      refine Finset.sum_congr rfl fun i _ => ?_
      exact Fintype.sum_fiberwise atom (fun k => M i k * M k i)
    rw [hsum, density_mul_self hS hPSP]
    change trace ((2 : ℝ) • block atom (density hS P t) A A) = _
    rw [trace_smul, smul_eq_mul]
```

The theorem concerns finite real matrices and assumes PSP = 2P. What remains for an application is to identify P with the density matrix of an actual closed-shell determinant; open-shell and correlated density matrices generally fail the condition. For a single closed-shell determinant with real orbitals, the sum rule gives a check on printed bond orders against printed electron populations, provided that the self term B_AA is available too and that all of them use the same t.

At t = 1/2 the matrix M_t equals its own transpose, so each product in the index is a square. This is the Wiberg form in the Löwdin basis, and it requires symmetry of `P` but not PSP = 2P.

```lean
omit [Fintype α] in
/-- For symmetric `P`, the index at `t = 1/2` is the sum of the squared elements of
`S^(1/2) P S^(1/2)` between the two atoms. -/
theorem bondIndex_half (hS : S.PosDef) (hP : P.IsSymm) (atom : n → α) (A B : α) :
    bondIndex atom (density hS P (1 / 2)) A B =
      ∑ i with atom i = A, ∑ j with atom j = B, density hS P (1 / 2) i j ^ 2 := by
  have h := density_transpose hS hP (1 / 2)
  rw [show (1 : ℝ) - 1 / 2 = 1 / 2 by norm_num] at h
  rw [bondIndex_eq_sum]
  refine Finset.sum_congr rfl fun i _ => Finset.sum_congr rfl fun j _ => ?_
  have e : density hS P (1 / 2) j i = density hS P (1 / 2) i j :=
    congrFun (congrFun h j) i
  rw [e, sq]
```

## The two-function example in Lean

```lean
/-- Overlap matrix of two normalised basis functions with overlap `s`. -/
def pairOverlap (s : ℝ) : Matrix (Fin 2) (Fin 2) ℝ := !![1, s; s, 1]

/-- Density matrix of one doubly occupied orbital equal to the first basis function. -/
def siteDensity : Matrix (Fin 2) (Fin 2) ℝ := !![2, 0; 0, 0]
```

The following theorem shows that the example meets every hypothesis of the main theorem. Positive definiteness comes from completing the square:

xᵀSx = (x_0 + s x_1)² + (1 − s²) x_1².

If x_1 ≠ 0 the second term is positive; if x_1 = 0, then x_0 ≠ 0 and the first is.

```lean
/-- For `|s| < 1` the two-function overlap matrix is positive definite, and the density
matrix of the doubly occupied first function is symmetric with `PSP = 2P`. -/
theorem pair_witness {s : ℝ} (hs : |s| < 1) :
    (pairOverlap s).PosDef ∧ siteDensity.IsSymm ∧
      siteDensity * pairOverlap s * siteDensity = (2 : ℝ) • siteDensity := by
  refine ⟨?_, ?_, ?_⟩
  · rw [posDef_iff_dotProduct_mulVec]
    refine ⟨Matrix.IsHermitian.ext fun i j => by
      fin_cases i <;> fin_cases j <;> simp [pairOverlap], fun x hx => ?_⟩
    have hs2 : s ^ 2 < 1 := (sq_lt_one_iff_abs_lt_one s).2 hs
    -- complete the square
    have hform : star x ⬝ᵥ pairOverlap s *ᵥ x =
        (x 0 + s * x 1) ^ 2 + (1 - s ^ 2) * x 1 ^ 2 := by
      simp [pairOverlap, dotProduct, mulVec, Fin.sum_univ_two]
      ring
    rw [hform]
    by_cases h1 : x 1 = 0
    · have h0 : x 0 ≠ 0 := fun h0 => hx (by ext i; fin_cases i <;> simp [h0, h1])
      have h2 : 0 < x 0 ^ 2 := by positivity
      rw [h1]
      linarith
    · have h2 : 0 < (1 - s ^ 2) * x 1 ^ 2 := mul_pos (by linarith) (by positivity)
      linarith [sq_nonneg (x 0 + s * x 1)]
  · ext i j
    fin_cases i <;> fin_cases j <;> simp [siteDensity]
  · ext i j
    fin_cases i <;> fin_cases j <;>
      norm_num [siteDensity, pairOverlap, mul_apply, Fin.sum_univ_two]
```

In the last theorem `id` as the atom map puts each function on its own atom, and `hB` reduces the index to a product of two matrix elements. The case t = 0 is then a direct multiplication. For t = 1/2, `hpos` gives the nonnegative diagonal of R, while `h00`, `h01` and `h11` are the elements of R² = S. From these, `hd` obtains R_00 = R_11 and `key` obtains 2R_00 R_01 = s. For any s ≠ 0 in the allowed range the two indices differ, so the symmetry under t ↔ 1−t does not extend to independence of t.

```lean
/-- With the first of two functions of overlap `s`, `|s| < 1`, doubly occupied and each
function on its own atom, the bond index is `0` at `t = 0` and `s²` at `t = 1/2`. -/
theorem pair_bondIndex {s : ℝ} (hs : |s| < 1) :
    bondIndex id (density (pair_witness hs).1 siteDensity 0) 0 1 = 0 ∧
    bondIndex id (density (pair_witness hs).1 siteDensity (1 / 2)) 0 1 = s ^ 2 := by
  have hB : ∀ M : Matrix (Fin 2) (Fin 2) ℝ, bondIndex id M 0 1 = M 0 1 * M 1 0 := by
    intro M
    simp [bondIndex_eq_sum, Finset.sum_filter]
  have hS := (pair_witness hs).1
  constructor
  · rw [hB]
    simp only [density, (spow_zero_one hS).1, sub_zero, (spow_zero_one hS).2, one_mul]
    simp [siteDensity, pairOverlap, mul_apply, Fin.sum_univ_two]
  · -- R is the square root of S, with nonnegative diagonal
    obtain ⟨R, hR⟩ : ∃ R, R = spow hS (1 / 2) := ⟨_, rfl⟩
    have hsq : R * R = pairOverlap s := by
      rw [hR, ← spow_add, add_halves, (spow_zero_one hS).2]
    have hsym : R 1 0 = R 0 1 := by
      have h := spow_transpose hS (1 / 2)
      rw [← hR] at h
      exact congrFun (congrFun h 0) 1
    have hpos : ∀ i, 0 ≤ R i i := by
      intro i
      have h : R = spow hS (1 / 2 / 2) * (spow hS (1 / 2 / 2))ᵀ := by
        rw [spow_transpose, ← spow_add, add_halves, hR]
      rw [h, mul_apply]
      exact Finset.sum_nonneg fun j _ => mul_self_nonneg _
    have h00 : R 0 0 * R 0 0 + R 0 1 * R 1 0 = 1 := by
      have h := congrFun (congrFun hsq 0) 0
      rwa [mul_apply, Fin.sum_univ_two] at h
    have h01 : R 0 0 * R 0 1 + R 0 1 * R 1 1 = s := by
      have h := congrFun (congrFun hsq 0) 1
      rwa [mul_apply, Fin.sum_univ_two] at h
    have h11 : R 1 0 * R 0 1 + R 1 1 * R 1 1 = 1 := by
      have h := congrFun (congrFun hsq 1) 1
      rwa [mul_apply, Fin.sum_univ_two] at h
    have hd : R 0 0 = R 1 1 :=
      (sq_eq_sq₀ (hpos 0) (hpos 1)).1 (by linear_combination h00 - h11)
    have key : 2 * (R 0 0 * R 0 1) = s := by
      linear_combination h01 + R 0 1 * hd
    have hM : density hS siteDensity (1 / 2) = R * siteDensity * R := by
      rw [density, show (1 : ℝ) - 1 / 2 = 1 / 2 by norm_num, ← hR]
    have e01 : (R * siteDensity * R) 0 1 = s := by
      rw [← key]
      simp [siteDensity, mul_apply, Fin.sum_univ_two]
      ring
    have e10 : (R * siteDensity * R) 1 0 = s := by
      rw [← key]
      simp [siteDensity, mul_apply, Fin.sum_univ_two, hsym]
      ring
    rw [hB, hM, e01, e10, sq]

end

end BondOrderFamily
```

```lean
#print axioms BondOrderFamily.bondIndex_symmetry_and_sum_rule
#print axioms BondOrderFamily.bondIndex_half
#print axioms BondOrderFamily.pair_bondIndex
```

```
'BondOrderFamily.bondIndex_symmetry_and_sum_rule' depends on axioms: [propext, Classical.choice, Quot.sound]
'BondOrderFamily.bondIndex_half' depends on axioms: [propext, Classical.choice, Quot.sound]
'BondOrderFamily.pair_bondIndex' depends on axioms: [propext, Classical.choice, Quot.sound]
```
